# Long-range self-repulsion of finitely many point charges never decreases with the range-separation parameter

Take two charges q₁ and q₂ a distance r > 0 apart, interacting through the long-range Coulomb kernel erf(wr)/r with separation parameter w. Include each charge's interaction with itself, for which the kernel takes its limiting value 2w/√π. The sum over ordered pairs is

U(w) = (q₁² + q₂²) · 2w/√π + 2 q₁q₂ erf(wr)/r.

Write g = exp(−w²r²). Differentiating in w removes the 1/r and leaves

U′(w) = (2/√π) (q₁² + q₂² + 2g q₁q₂) = (2/√π) [(1 − g)(q₁² + q₂²) + g (q₁ + q₂)²].

Since 0 < g ≤ 1, this is never negative, even for opposite charges.

## The bound for any finite set of charges

For real charges q_i at points x_i, with r_ij = |x_i − x_j|, let

U(w) = Σ_ij q_i q_j k_w(r_ij), where k_w(r) = erf(wr)/r for r > 0 and k_w(0) = 2w/√π.

Then U is nondecreasing in w. If the points are distinct and some charge is nonzero, U is strictly increasing on w ≥ 0 and positive for w > 0. The rate of growth is

U′(w) = (2/√π) G(w), with G(w) = Σ_ij q_i q_j exp(−w² r_ij²).

## Cholesky factors and self terms

For a finite, non-periodic set of distinct points, positivity says that the matrix k_w(r_ij) is positive definite at every w > 0, so in exact arithmetic it has a Cholesky factorisation with strictly positive diagonal entries. The same kernel appears in range-separated electronic-structure methods, though here it acts between point charges and not between basis-function densities.

The diagonal matters. If a code subtracts the self terms, as an Ewald-type energy does, the remainder can have either sign: for charges +1 and −1 it is −2 erf(wr)/r.

## From Gaussian interaction to squared moments

The error function is erf(x) = (2/√π) ∫₀ˣ exp(−t²) dt, so its derivative is (2/√π) exp(−x²). For r > 0 the chain rule gives

∂k_w(r)/∂w = (2/√π) exp(−w²r²) · r/r = (2/√π) exp(−w²r²).

At r = 0 the derivative of 2w/√π is 2/√π, which fits the same formula. Summing over pairs gives U′ = (2/√π) G.

Now use r_ij² = |x_i|² + |x_j|² − 2 x_i·x_j and define damped charges c_i = q_i exp(−w²|x_i|²). Then

G(w) = Σ_ij c_i c_j exp(2w² x_i·x_j) = Σ_n (2w²)ⁿ/n! · Σ_ij c_i c_j (x_i·x_j)ⁿ.

Expanding the n-th power of the scalar product gives a sum over lists k (not to be confused with the kernel k_w) of n coordinate directions, k(0), …, k(n−1):

(x_i·x_j)ⁿ = Σ_k Π_m x_i,k(m) x_j,k(m).

The double sum over charges therefore becomes a sum of squares:

G(w) = Σ_n (2w²)ⁿ/n! · Σ_k M_k², with M_k = Σ_i c_i Π_m x_i,k(m).

Hence G ≥ 0, and U is nondecreasing.

For strict growth, let the points be distinct and some q_i be nonzero, so that c_i is nonzero too. If every moment M_k vanished, then Σ_l c_l p(x_l) = 0 for every polynomial p. Choose p(y) = Π_{j≠i} |y − x_j|². It vanishes at every point except x_i, so c_i p(x_i) = 0, although both factors are nonzero. Some moment therefore survives, and for w > 0 its coefficient is positive, so G(w) > 0. Finally U(0) = 0, which makes U(w) positive for w > 0.

## An ion pair at unit distance

Put +1 at the origin and −1 at (1, 0, 0), and take w = 1. The damped charges are 1 and −e⁻¹. The zeroth moment is 1 − e⁻¹. At each order n ≥ 1 only the all-x moment is nonzero, and its square is e⁻². The series gives

G(1) = (1 − e⁻¹)² + e⁻² (e² − 1) = 2 − 2e⁻¹ ≈ 1.264,

in agreement with the direct double sum. The self-repulsion itself is U(1) = 4/√π − 2 erf(1) ≈ 0.571, up from U(1/2) ≈ 0.087.

## The same steps in Lean

`hasDerivAt_erf` is the fundamental theorem of calculus, and `tendsto_kernel_diagonal` confirms that 2w/√π is the limit of the kernel as r → 0. `hasDerivAt_kernel` treats r = 0 and r ≠ 0 separately, and `hasDerivAt_selfRepulsion` sums the result over pairs.

In `hasSum_gaussianForm`, the step `hpow` turns powers of scalar products into squared moments, and `hexp` supplies the exponential series. `exists_moment_ne_zero` argues by contradiction, with an induction over polynomials. Its claim `hp` carries an extra monomial factor, so multiplying by a variable just lengthens the list of directions. The sign of the derivative gives `monotone_selfRepulsion` and `strictMonoOn_selfRepulsion`, and strict growth from the value U(0) = 0 gives `selfRepulsion_pos`.

```lean
import Mathlib

open Finset Filter Topology

namespace RangeSeparatedRepulsion

noncomputable section

variable {ι : Type*} [Fintype ι] {d : ℕ}

/-- The error function, `2/√π` times the integral of `exp(-t²)` from `0` to `x`. -/
def erf (x : ℝ) : ℝ := 2 / √Real.pi * ∫ t in (0 : ℝ)..x, Real.exp (-t ^ 2)

/-- The long-range Coulomb kernel `erf(w r)/r`, with the value `2w/√π` at `r = 0`. -/
def kernel (w r : ℝ) : ℝ := if r = 0 then 2 * w / √Real.pi else erf (w * r) / r

/-- The long-range self-repulsion `U(w)` of charges `q i` at the points `x i`,
summed over all ordered pairs, diagonal included. -/
def selfRepulsion (q : ι → ℝ) (x : ι → EuclideanSpace ℝ (Fin d)) (w : ℝ) : ℝ :=
  ∑ i, ∑ j, q i * q j * kernel w (dist (x i) (x j))

/-- The interaction of the same charges through the Gaussian kernel `exp(-w² r²)`. -/
def gaussianForm (q : ι → ℝ) (x : ι → EuclideanSpace ℝ (Fin d)) (w : ℝ) : ℝ :=
  ∑ i, ∑ j, q i * q j * Real.exp (-(w ^ 2 * dist (x i) (x j) ^ 2))

/-- The Cartesian moment of order `n` of the charges `c`, for the coordinates listed by `k`. -/
def moment (c : ι → ℝ) (x : ι → EuclideanSpace ℝ (Fin d)) {n : ℕ} (k : Fin n → Fin d) : ℝ :=
  ∑ i, c i * ∏ m, x i (k m)

/-- The charges damped by a Gaussian centred at the origin. -/
def damped (q : ι → ℝ) (x : ι → EuclideanSpace ℝ (Fin d)) (w : ℝ) (i : ι) : ℝ :=
  q i * Real.exp (-(w ^ 2 * ‖x i‖ ^ 2))

/-- The derivative of the error function is `(2/√π) exp(-x²)`. -/
theorem hasDerivAt_erf (x : ℝ) :
    HasDerivAt erf (2 / √Real.pi * Real.exp (-x ^ 2)) x := by
  have hc : Continuous fun t : ℝ => Real.exp (-t ^ 2) := by fun_prop
  exact (hc.integral_hasStrictDerivAt 0 x).hasDerivAt.const_mul (2 / √Real.pi)

/-- The diagonal value `2w/√π` is the limit of `erf(w r)/r` as `r` tends to zero. -/
theorem tendsto_kernel_diagonal (w : ℝ) :
    Tendsto (fun r => erf (w * r) / r) (𝓝[≠] 0) (𝓝 (2 * w / √Real.pi)) := by
  have h : HasDerivAt (fun r => erf (w * r))
      (2 / √Real.pi * Real.exp (-(w * 0) ^ 2) * (w * 1)) 0 :=
    (hasDerivAt_erf (w * 0)).comp 0 ((hasDerivAt_id' (0 : ℝ)).const_mul w)
  have h0 : erf 0 = 0 := by simp [erf]
  have hv : 2 / √Real.pi * Real.exp (-(w * 0) ^ 2) * (w * 1) = 2 * w / √Real.pi := by
    simp only [mul_zero, ne_eq, OfNat.ofNat_ne_zero, not_false_eq_true, zero_pow, neg_zero,
      Real.exp_zero]
    ring
  rw [hv] at h
  refine (hasDerivAt_iff_tendsto_slope_zero.1 h).congr fun r => ?_
  rw [zero_add, mul_zero, h0, sub_zero, smul_eq_mul, div_eq_inv_mul]

/-- At every distance, zero included, the kernel grows with `w` at the rate
`(2/√π) exp(-w² r²)`. -/
theorem hasDerivAt_kernel (w r : ℝ) :
    HasDerivAt (fun v => kernel v r) (2 / √Real.pi * Real.exp (-(w ^ 2 * r ^ 2))) w := by
  by_cases hr : r = 0
  · subst hr
    have h : HasDerivAt (fun v : ℝ => 2 * v / √Real.pi) (2 * 1 / √Real.pi) w :=
      ((hasDerivAt_id' w).const_mul 2).div_const _
    have e : (fun v => kernel v 0) = fun v => 2 * v / √Real.pi := by
      funext v; simp [kernel]
    rw [e]
    exact h.congr_deriv (by simp)
  · have h1 : HasDerivAt (fun v => erf (v * r))
        (2 / √Real.pi * Real.exp (-(w * r) ^ 2) * (1 * r)) w :=
      HasDerivAt.comp (h₂ := erf) (h := fun v : ℝ => v * r) w
        (hasDerivAt_erf (w * r)) ((hasDerivAt_id' w).mul_const r)
    have h : HasDerivAt (fun v => erf (v * r) / r)
        (2 / √Real.pi * Real.exp (-(w * r) ^ 2) * (1 * r) / r) w := h1.div_const r
    have e : (fun v => kernel v r) = fun v => erf (v * r) / r := by
      funext v; simp [kernel, hr]
    rw [e]
    exact h.congr_deriv (by rw [mul_pow, one_mul, mul_div_assoc, div_self hr, mul_one])

/-- The self-repulsion changes with `w` at the rate `2/√π` times the Gaussian interaction
of the charges. -/
theorem hasDerivAt_selfRepulsion (q : ι → ℝ) (x : ι → EuclideanSpace ℝ (Fin d)) (w : ℝ) :
    HasDerivAt (selfRepulsion q x) (2 / √Real.pi * gaussianForm q x w) w := by
  have h := HasDerivAt.fun_sum (u := univ) fun (i : ι) _ =>
    HasDerivAt.fun_sum (u := univ) fun (j : ι) _ =>
      (hasDerivAt_kernel w (dist (x i) (x j))).const_mul (q i * q j)
  refine h.congr_deriv ?_
  simp only [gaussianForm, mul_sum]
  exact sum_congr rfl fun i _ => sum_congr rfl fun j _ => by ring

/-- The Gaussian interaction is a series of squared Cartesian moments of the damped charges,
with coefficients `(2w²)ⁿ/n!`. -/
theorem hasSum_gaussianForm (q : ι → ℝ) (x : ι → EuclideanSpace ℝ (Fin d)) (w : ℝ) :
    HasSum (fun n : ℕ => (2 * w ^ 2) ^ n / (n.factorial : ℝ) *
      ∑ k : Fin n → Fin d, moment (damped q x w) x k ^ 2) (gaussianForm q x w) := by
  have hexp (y : ℝ) : HasSum (fun n : ℕ => y ^ n / (n.factorial : ℝ)) (Real.exp y) := by
    rw [Real.exp_eq_exp_ℝ]
    exact NormedSpace.expSeries_div_hasSum_exp y
  -- powers of the scalar product split into products of coordinates
  have hpow (n : ℕ) : ∑ k : Fin n → Fin d, moment (damped q x w) x k ^ 2 =
      ∑ i, ∑ j, damped q x w i * damped q x w j * (inner ℝ (x i) (x j)) ^ n := by
    have hin (i j : ι) : inner ℝ (x i) (x j) = ∑ a, x i a * x j a := by
      simp [PiLp.inner_apply, mul_comm]
    simp only [hin, Fintype.sum_pow, prod_mul_distrib, moment, sq, sum_mul, mul_sum]
    rw [sum_comm]
    refine sum_congr rfl fun i _ => ?_
    rw [sum_comm]
    exact sum_congr rfl fun j _ => sum_congr rfl fun k _ => by ring
  have h : HasSum (fun n : ℕ => ∑ i, ∑ j, damped q x w i * damped q x w j *
      ((2 * w ^ 2 * inner ℝ (x i) (x j)) ^ n / (n.factorial : ℝ)))
      (∑ i, ∑ j, damped q x w i * damped q x w j *
        Real.exp (2 * w ^ 2 * inner ℝ (x i) (x j))) :=
    hasSum_sum fun i _ => hasSum_sum fun j _ => (hexp _).mul_left _
  convert h using 1
  · funext n
    rw [hpow, mul_sum]
    refine sum_congr rfl fun i _ => ?_
    rw [mul_sum]
    refine sum_congr rfl fun j _ => ?_
    rw [mul_pow (2 * w ^ 2)]
    ring
  · refine sum_congr rfl fun i _ => sum_congr rfl fun j _ => ?_
    have e : Real.exp (-(w ^ 2 * dist (x i) (x j) ^ 2)) =
        Real.exp (-(w ^ 2 * ‖x i‖ ^ 2)) * Real.exp (-(w ^ 2 * ‖x j‖ ^ 2)) *
          Real.exp (2 * w ^ 2 * inner ℝ (x i) (x j)) := by
      rw [← Real.exp_add, ← Real.exp_add, dist_eq_norm, norm_sub_sq_real]
      congr 1
      ring
    rw [e]
    simp only [damped]
    ring

/-- Charges at distinct points, not all zero, have a nonzero Cartesian moment of some order. -/
theorem exists_moment_ne_zero {c : ι → ℝ} {x : ι → EuclideanSpace ℝ (Fin d)}
    (hx : Function.Injective x) (hc : c ≠ 0) :
    ∃ n, ∃ k : Fin n → Fin d, moment c x k ≠ 0 := by
  classical
  by_contra! h
  -- otherwise the charges annihilate every polynomial
  have hp (p : MvPolynomial (Fin d) ℝ) : ∀ (n : ℕ) (k : Fin n → Fin d),
      ∑ i, c i * (∏ m, x i (k m)) * MvPolynomial.eval (fun a => x i a) p = 0 := by
    induction p using MvPolynomial.induction_on with
    | C a =>
      intro n k
      have hk := h n k
      simp only [moment] at hk
      simp only [MvPolynomial.eval_C]
      rw [← sum_mul, hk, zero_mul]
    | add p r hp hr =>
      intro n k
      simp only [map_add, mul_add, sum_add_distrib, hp n k, hr n k, add_zero]
    | mul_X p a hp =>
      intro n k
      have h1 := hp (n + 1) (Fin.cons a k : Fin (n + 1) → Fin d)
      simp only [Fin.prod_univ_succ, Fin.cons_zero, Fin.cons_succ] at h1
      refine Eq.trans (sum_congr rfl fun i _ => ?_) h1
      simp only [map_mul, MvPolynomial.eval_X]
      ring
  obtain ⟨i, hi⟩ := Function.ne_iff.mp hc
  -- a polynomial that vanishes at every point except `x i`
  have h2 := hp (∏ j ∈ univ.erase i, ∑ a, (MvPolynomial.X a - MvPolynomial.C (x j a)) ^ 2)
    0 Fin.elim0
  simp only [univ_eq_empty, prod_empty, mul_one, map_prod, map_sum, map_pow, map_sub,
    MvPolynomial.eval_X, MvPolynomial.eval_C] at h2
  rw [sum_eq_single i
    (fun l _ hl => by
      rw [prod_eq_zero (mem_erase.2 ⟨hl, mem_univ l⟩) (by simp), mul_zero])
    (fun hn => absurd (mem_univ i) hn)] at h2
  refine mul_ne_zero hi (prod_ne_zero_iff.2 fun j hj h0 => ?_) h2
  refine (mem_erase.1 hj).1 (hx (PiLp.ext fun a => ?_))
  have h3 := (sum_eq_zero_iff_of_nonneg fun a _ => sq_nonneg (x i a - x j a)).1 h0 a (mem_univ a)
  have h4 : x i a - x j a = 0 := pow_eq_zero_iff two_ne_zero |>.1 h3
  linarith

/-- The long-range self-repulsion of any finite set of charges never falls as the separation
parameter grows. -/
theorem monotone_selfRepulsion (q : ι → ℝ) (x : ι → EuclideanSpace ℝ (Fin d)) :
    Monotone (selfRepulsion q x) := by
  refine monotone_of_deriv_nonneg
    (fun w => (hasDerivAt_selfRepulsion q x w).differentiableAt) fun w => ?_
  rw [(hasDerivAt_selfRepulsion q x w).deriv]
  have h : 0 ≤ gaussianForm q x w := (hasSum_gaussianForm q x w).nonneg fun n => by positivity
  positivity

/-- For charges at distinct points, not all zero, the long-range self-repulsion grows strictly
with the separation parameter `w ≥ 0`. -/
theorem strictMonoOn_selfRepulsion {q : ι → ℝ} {x : ι → EuclideanSpace ℝ (Fin d)}
    (hx : Function.Injective x) (hq : q ≠ 0) :
    StrictMonoOn (selfRepulsion q x) (Set.Ici 0) := by
  refine strictMonoOn_of_deriv_pos (convex_Ici 0)
    (fun w _ => (hasDerivAt_selfRepulsion q x w).continuousAt.continuousWithinAt) fun w hw => ?_
  rw [interior_Ici] at hw
  have hw0 : 0 < w := hw
  rw [(hasDerivAt_selfRepulsion q x w).deriv]
  have hc : damped q x w ≠ 0 := by
    obtain ⟨i, hi⟩ := Function.ne_iff.mp hq
    exact Function.ne_iff.mpr ⟨i, mul_ne_zero hi (Real.exp_ne_zero _)⟩
  -- one nonzero moment makes the whole series positive
  obtain ⟨n, k, hk⟩ := exists_moment_ne_zero hx hc
  have hs : 0 < ∑ k : Fin n → Fin d, moment (damped q x w) x k ^ 2 :=
    sum_pos' (fun _ _ => sq_nonneg _) ⟨k, mem_univ k, by positivity⟩
  have hle := le_hasSum (hasSum_gaussianForm q x w) n fun m _ => by positivity
  have hpos : 0 < gaussianForm q x w := lt_of_lt_of_le (by positivity) hle
  have hpi := Real.pi_pos
  positivity

/-- For charges at distinct points, not all zero, the long-range self-repulsion is positive
at every `w > 0`. -/
theorem selfRepulsion_pos {q : ι → ℝ} {x : ι → EuclideanSpace ℝ (Fin d)}
    (hx : Function.Injective x) (hq : q ≠ 0) {w : ℝ} (hw : 0 < w) :
    0 < selfRepulsion q x w := by
  have h0 : selfRepulsion q x 0 = 0 := by simp [selfRepulsion, kernel, erf]
  rw [← h0]
  exact strictMonoOn_selfRepulsion hx hq (Set.mem_Ici.2 le_rfl) (Set.mem_Ici.2 hw.le) hw

end

end RangeSeparatedRepulsion
```

```lean
#print axioms RangeSeparatedRepulsion.tendsto_kernel_diagonal
#print axioms RangeSeparatedRepulsion.monotone_selfRepulsion
#print axioms RangeSeparatedRepulsion.selfRepulsion_pos
```

```
'RangeSeparatedRepulsion.tendsto_kernel_diagonal' depends on axioms: [propext, Classical.choice, Quot.sound]
'RangeSeparatedRepulsion.monotone_selfRepulsion' depends on axioms: [propext, Classical.choice, Quot.sound]
'RangeSeparatedRepulsion.selfRepulsion_pos' depends on axioms: [propext, Classical.choice, Quot.sound]
```

## Scope of the guarantee

The charges are indexed by a finite type `ι`, and the points lie in `EuclideanSpace ℝ (Fin d)`; physical space is d = 3. `selfRepulsion` has unit Coulomb prefactor and no factor 1/2. Half of it is the energy in the usual convention, with each pair of different charges counted once and each diagonal term halved.

`monotone_selfRepulsion` holds for all real w and allows coincident points. `strictMonoOn_selfRepulsion` and `selfRepulsion_pos` assume `Function.Injective x`, meaning distinct points, and `q ≠ 0`, meaning that at least one charge is nonzero. Charges +1 and −1 on the same point give U = 0 at every w, so strict growth requires at least that some position carries a nonzero total charge.

Periodic images, continuous densities and rounding lie beyond these theorems. Rounding deserves attention at small w: with two or more points, the kernel matrix approaches 2w/√π times the all-ones matrix, which has rank one, and a numerical Cholesky factorisation may fail although the matrix is positive definite.
